# Explicit spin-n/2 matrices satisfy the ladder relations and J² = (n/2)(n/2 + 1)

## Levels, phases and matrix entries

Let n be a natural number and take a spin of size n/2, in units with ħ = 1. Its n + 1 levels are labelled k = 0, 1, …, n from the top down, so that level k has magnetic number n/2 − k. Even n gives integer spin and odd n half-integer spin. The case n = 0 is the one-level spin 0. Operators are complex matrices, A(i,j) denotes the entry in row i and column j, and the imaginary unit is written I, as in `Complex.I`.

```lean
import Mathlib

open Matrix

namespace SpinMatrices

noncomputable section
```

Neighbouring levels k and k + 1 are linked by the coefficient

L(k) = √((k+1)(n−k)).

This is the usual √(s(s+1) − μ(μ+1)) with s = n/2 and μ = n/2 − k − 1, the magnetic number of the lower of the two levels. Choosing the nonnegative root fixes the relative phases of the basis states.

```lean
/-- The ladder coefficient `√((k+1)(n-k))` between levels `k` and `k+1`, meant for `k ≤ n`. -/
def ladder (n k : ℕ) : ℝ := Real.sqrt (((k : ℝ) + 1) * ((n : ℝ) - k))
```

The spin projection is diagonal:

Jz(k,k) = n/2 − k.

In Lean the index type `Fin (n + 1)` holds exactly the labels 0 to n, and n is converted to a complex number before it is halved, so half-integers survive.

```lean
/-- The spin projection `Jz` for spin `n/2`: diagonal, with entries `n/2 - k`. -/
def Jz (n : ℕ) : Matrix (Fin (n + 1)) (Fin (n + 1)) ℂ :=
  Matrix.diagonal fun k => (n : ℂ) / 2 - ((k : ℕ) : ℂ)
```

The raising matrix takes level k + 1 to level k. Its nonzero entries therefore lie just above the diagonal:

J+(i,j) = L(i) if j = i + 1, and 0 otherwise.

```lean
/-- The raising matrix `J+`, with the ladder coefficients just above the diagonal. -/
def Jplus (n : ℕ) : Matrix (Fin (n + 1)) (Fin (n + 1)) ℂ :=
  Matrix.of fun i j => if (j : ℕ) = (i : ℕ) + 1 then (ladder n i : ℂ) else 0
```

The lowering matrix is the transpose:

J−(i,j) = J+(j,i).

```lean
/-- The lowering matrix `J-`, the transpose of `J+`. -/
def Jminus (n : ℕ) : Matrix (Fin (n + 1)) (Fin (n + 1)) ℂ := (Jplus n)ᵀ
```

The Cartesian components are defined from these two, which makes J² a true sum of three squares. The first is

Jx = (J+ + J−)/2.

```lean
/-- The Cartesian component `Jx = (J+ + J-)/2`. -/
def Jx (n : ℕ) : Matrix (Fin (n + 1)) (Fin (n + 1)) ℂ :=
  (1 / 2 : ℂ) • (Jplus n + Jminus n)
```

The second is

Jy = −I (J+ − J−)/2.

```lean
/-- The Cartesian component `Jy = -i(J+ - J-)/2`. -/
def Jy (n : ℕ) : Matrix (Fin (n + 1)) (Fin (n + 1)) ℂ :=
  (-Complex.I / 2) • (Jplus n - Jminus n)
```

These matrices are given and not derived: the theorems check that they obey the algebra, and leave aside the question of which other matrices do. They can be used to write a Zeeman or zero-field-splitting Hamiltonian for a single spin of fixed size, which is the only system treated here.

## Products of the ladder matrices

The two products J+ J− and J− J+ involve L only through its square. For k ≤ n both factors under the root are nonnegative, so

L(k)² = (k+1)(n−k).

The hypothesis `k ≤ n` matters because `Real.sqrt` returns 0 for a negative argument. The proof establishes the sign of the radicand, squares the root over the reals and moves the result to ℂ.

```lean
/-- The square of the ladder coefficient is `(k+1)(n-k)` for `k ≤ n`. -/
theorem ladder_sq {n k : ℕ} (h : k ≤ n) :
    (ladder n k : ℂ) * (ladder n k : ℂ) = ((k : ℂ) + 1) * ((n : ℂ) - k) := by
  have h' : (k : ℝ) ≤ n := by exact_mod_cast h
  have hk : (0 : ℝ) ≤ ((k : ℝ) + 1) * ((n : ℝ) - k) :=
    mul_nonneg (by positivity) (sub_nonneg.2 h')
  rw [ladder, ← Complex.ofReal_mul, Real.mul_self_sqrt hk]
  push_cast
  rfl
```

Now lower first and then raise. Since J− is the transpose of J+,

(J+ J−)(i,j) = Σ_k J+(i,k) J+(j,k).

A term can be nonzero only if k = i + 1 and k = j + 1, which forces i = j. On the diagonal with i < n, the single term k = i + 1 gives L(i)². At i = n there is no lower level and the sum is zero, which agrees with the formula because its factor n − i vanishes. Hence

(J+ J−)(i,i) = (i+1)(n−i).

The Lean proof makes the same case distinctions. `Finset.sum_eq_single` picks out the one surviving term, `Finset.sum_eq_zero` handles the bottom level and the off-diagonal entries, and `omega` settles the index arithmetic.

```lean
/-- Lowering and then raising is diagonal, with entries `(k+1)(n-k)`. -/
theorem Jplus_mul_Jminus (n : ℕ) : Jplus n * Jminus n =
    Matrix.diagonal fun k : Fin (n + 1) =>
      (((k : ℕ) : ℂ) + 1) * ((n : ℂ) - ((k : ℕ) : ℂ)) := by
  ext i j
  rw [Matrix.mul_apply]
  by_cases h : i = j
  · subst h
    rw [Matrix.diagonal_apply_eq]
    by_cases hi : (i : ℕ) < n
    · -- only the level `i + 1` contributes
      rw [Finset.sum_eq_single (⟨(i : ℕ) + 1, by omega⟩ : Fin (n + 1))]
      · simp only [Jminus, Jplus, Matrix.transpose_apply, Matrix.of_apply, if_true]
        exact ladder_sq hi.le
      · intro k _ hk
        have h1 : ¬ (k : ℕ) = (i : ℕ) + 1 := fun e => hk (Fin.ext e)
        simp only [Jplus, Matrix.of_apply, if_neg h1, zero_mul]
      · intro hk
        exact absurd (Finset.mem_univ _) hk
    · -- the last level of the ladder
      have hn : (i : ℕ) = n := by omega
      rw [Finset.sum_eq_zero]
      · rw [hn, sub_self, mul_zero]
      · intro k _
        have h1 : ¬ (k : ℕ) = (i : ℕ) + 1 := by omega
        simp only [Jplus, Matrix.of_apply, if_neg h1, zero_mul]
  · rw [Matrix.diagonal_apply_ne _ h]
    apply Finset.sum_eq_zero
    intro k _
    by_cases h1 : (k : ℕ) = (i : ℕ) + 1
    · have h2 : ¬ (k : ℕ) = (j : ℕ) + 1 := fun e => h (Fin.ext (by omega))
      simp only [Jminus, Jplus, Matrix.transpose_apply, Matrix.of_apply, if_neg h2, mul_zero]
    · simp only [Jplus, Matrix.of_apply, if_neg h1, zero_mul]
```

In the opposite order,

(J− J+)(i,j) = Σ_k J+(k,i) J+(k,j).

Again only i = j survives. For i ≥ 1 the contributing level is m = i − 1, and

(J− J+)(i,i) = L(m)² = (m+1)(n−m) = i(n+1−i).

At i = 0 there is no higher level, and the formula gives 0 as it should.

The shift from i to i − 1 matters. The coefficient belongs to the link between two levels and is labelled by the upper one, so level i meets L(i) on the way down and L(i−1) on the way up. Using L(i) in both products would make J+ and J− commute.

```lean
/-- Raising and then lowering is diagonal, with entries `k(n+1-k)`. -/
theorem Jminus_mul_Jplus (n : ℕ) : Jminus n * Jplus n =
    Matrix.diagonal fun k : Fin (n + 1) =>
      ((k : ℕ) : ℂ) * ((n : ℂ) + 1 - ((k : ℕ) : ℂ)) := by
  ext i j
  rw [Matrix.mul_apply]
  by_cases h : i = j
  · subst h
    rw [Matrix.diagonal_apply_eq]
    by_cases hi : (i : ℕ) = 0
    · -- the first level of the ladder
      rw [Finset.sum_eq_zero]
      · rw [hi, Nat.cast_zero, zero_mul]
      · intro k _
        have h1 : ¬ (i : ℕ) = (k : ℕ) + 1 := by omega
        simp only [Jplus, Matrix.of_apply, if_neg h1, mul_zero]
    · -- only the level `m = i - 1` contributes
      obtain ⟨m, hm⟩ : ∃ m, (i : ℕ) = m + 1 := ⟨(i : ℕ) - 1, by omega⟩
      rw [Finset.sum_eq_single (⟨m, by omega⟩ : Fin (n + 1))]
      · simp only [Jminus, Jplus, Matrix.transpose_apply, Matrix.of_apply, if_pos hm]
        rw [ladder_sq (n := n) (k := m) (by omega), hm]
        push_cast
        ring
      · intro k _ hk
        have h1 : ¬ (i : ℕ) = (k : ℕ) + 1 := fun e =>
          hk (Fin.ext (show (k : ℕ) = m by omega))
        simp only [Jplus, Matrix.of_apply, if_neg h1, mul_zero]
      · intro hk
        exact absurd (Finset.mem_univ _) hk
  · rw [Matrix.diagonal_apply_ne _ h]
    apply Finset.sum_eq_zero
    intro k _
    by_cases h1 : (i : ℕ) = (k : ℕ) + 1
    · have h2 : ¬ (j : ℕ) = (k : ℕ) + 1 := fun e => h (Fin.ext (by omega))
      simp only [Jplus, Matrix.of_apply, if_neg h2, mul_zero]
    · simp only [Jminus, Jplus, Matrix.transpose_apply, Matrix.of_apply, if_neg h1, zero_mul]
```

The entries of J+ are real, so complex conjugation does nothing and the transpose is also the Hermitian adjoint:

(J+)† = J−.

The proof compares entries, treating the real coefficient and the zero separately.

```lean
/-- The lowering matrix is the Hermitian adjoint of the raising matrix. -/
theorem Jplus_conjTranspose (n : ℕ) : (Jplus n)ᴴ = Jminus n := by
  ext i j
  simp only [Matrix.conjTranspose_apply, Jminus, Matrix.transpose_apply, Jplus, Matrix.of_apply]
  split_ifs
  · exact Complex.conj_ofReal _
  · exact star_zero _
```

## The three commutators

Multiplying by a diagonal matrix on the left scales rows, and on the right scales columns. For any matrix A,

[Jz, A](i,j) = ((n/2 − i) − (n/2 − j)) A(i,j) = (j − i) A(i,j).

J+ has nonzero entries only where j − i = 1, and J− only where j − i = −1. This gives

[Jz, J+] = J+ and [Jz, J−] = −J−.

For the third relation, subtract the two diagonal products:

(i+1)(n−i) − i(n+1−i) = n − 2i = 2(n/2 − i).

So [J+, J−] = 2Jz.

The theorem states the three relations as one conjunction, valid for every n, with each commutator written out as a difference of products. In the first two parts `split_ifs` separates the entries on the ladder from the zeros, and `ring` does the arithmetic. The third part rewrites with the two product lemmas first. Expanding Jx and Jy turns these relations into [Jx, Jy] = I Jz and its cyclic partners, a short calculation that the code leaves to the reader.

```lean
/-- The three ladder relations `[Jz,J+] = J+`, `[Jz,J-] = -J-`, `[J+,J-] = 2Jz`. -/
theorem ladder_relations (n : ℕ) :
    Jz n * Jplus n - Jplus n * Jz n = Jplus n ∧
    Jz n * Jminus n - Jminus n * Jz n = -Jminus n ∧
    Jplus n * Jminus n - Jminus n * Jplus n = (2 : ℂ) • Jz n := by
  refine ⟨?_, ?_, ?_⟩
  · ext i j
    simp only [Jz, Matrix.sub_apply, Matrix.diagonal_mul, Matrix.mul_diagonal, Jplus,
      Matrix.of_apply]
    split_ifs with h
    · rw [h]
      push_cast
      ring
    · ring
  · ext i j
    simp only [Jz, Matrix.sub_apply, Matrix.neg_apply, Matrix.diagonal_mul,
      Matrix.mul_diagonal, Jminus, Matrix.transpose_apply, Jplus, Matrix.of_apply]
    split_ifs with h
    · rw [h]
      push_cast
      ring
    · ring
  · rw [Jplus_mul_Jminus, Jminus_mul_Jplus]
    ext i j
    by_cases h : i = j
    · subst h
      simp only [Jz, Matrix.sub_apply, Matrix.smul_apply, Matrix.diagonal_apply_eq, smul_eq_mul]
      ring
    · simp only [Jz, Matrix.sub_apply, Matrix.smul_apply, Matrix.diagonal_apply_ne _ h,
        sub_zero, smul_zero]
```

## The total angular momentum

Because (−I/2)² = −1/4, the transverse part is

Jx² + Jy² = ¼(J+ + J−)² − ¼(J+ − J−)² = ½(J+ J− + J− J+).

The squares of J+ and J− cancel, and the mixed products remain in both orders. On level i this equals

½[(i+1)(n−i) + i(n+1−i)] = n/2 + ni − i².

Adding the square of the projection,

(n/2 − i)² = n²/4 − ni + i²,

removes all dependence on i:

n²/4 + n/2 = (n/2)(n/2 + 1).

For spin 3/2, n = 3 and the coefficients are √3, 2, √3. The matrices are then

J+ J− = diag(3, 4, 3, 0)

J− J+ = diag(0, 3, 4, 3)

Jz = diag(3/2, 1/2, −1/2, −3/2).

The difference of the products is diag(3, 1, −1, −3), which is 2Jz. Half their sum is diag(3/2, 7/2, 7/2, 3/2), and adding Jz² = diag(9/4, 1/4, 1/4, 9/4) gives 15/4 on every level, as (3/2)(5/2) requires.

In the theorem the right-hand side is this number times the identity matrix. The auxiliary statement `hI` is the value of (−I/2)², and `hxy` is the formula for the transverse part, where `module` collects the matrix terms without assuming that J+ and J− commute. The rest is the diagonal sum above.

```lean
/-- The square of the angular momentum: `Jx² + Jy² + Jz²` is `(n/2)(n/2 + 1)` times the identity. -/
theorem total_spin (n : ℕ) : Jx n * Jx n + Jy n * Jy n + Jz n * Jz n =
    ((n : ℂ) / 2 * ((n : ℂ) / 2 + 1)) • (1 : Matrix (Fin (n + 1)) (Fin (n + 1)) ℂ) := by
  have hI : (-Complex.I / 2) * (-Complex.I / 2) = -(1 / 4 : ℂ) := by
    linear_combination (1 / 4 : ℂ) * Complex.I_mul_I
  -- the transverse part in terms of the ladder matrices
  have hxy : Jx n * Jx n + Jy n * Jy n =
      (1 / 2 : ℂ) • (Jplus n * Jminus n + Jminus n * Jplus n) := by
    simp only [Jx, Jy, smul_mul_smul_comm, hI, mul_add, add_mul, mul_sub, sub_mul]
    module
  rw [hxy, Jplus_mul_Jminus, Jminus_mul_Jplus, Jz, Matrix.diagonal_mul_diagonal]
  ext i j
  by_cases h : i = j
  · subst h
    simp only [Matrix.add_apply, Matrix.smul_apply, Matrix.diagonal_apply_eq,
      Matrix.one_apply_eq, smul_eq_mul]
    ring
  · simp only [Matrix.add_apply, Matrix.smul_apply, Matrix.diagonal_apply_ne _ h,
      Matrix.one_apply_ne h, smul_zero, add_zero]
```

## Matrices that commute with Jz and J+

Suppose that M commutes with Jz. Comparing entries gives

(i − j) M(i,j) = 0,

so M vanishes off the diagonal, because no two levels share a magnetic number. Write M = diag(d(0), …, d(n)). If M also commutes with J+, the entry at (k, k+1) gives

d(k) L(k) = L(k) d(k+1).

For k < n the coefficient L(k) is nonzero, so d(k+1) = d(k). All diagonal entries therefore equal d(0), and M is a multiple of the identity.

The hypotheses `hz` and `hp` are the two commutation conditions, and the conclusion is that some complex c satisfies M = c·1. The first block of the proof obtains the diagonal form, and `step` is the induction down the ladder.

Physically, no nontrivial observable on this space is compatible with all components of the spin. Irreducibility follows by a brief argument: the orthogonal projector onto a subspace preserved by Jz, J+ and J− commutes with all three, since this set of matrices is closed under the adjoint. The projector is then a multiple of the identity, so the subspace is either zero or the whole space.

```lean
/-- A matrix that commutes with `Jz` and `J+` is a multiple of the identity. -/
theorem scalar_of_commute (n : ℕ) (M : Matrix (Fin (n + 1)) (Fin (n + 1)) ℂ)
    (hz : M * Jz n = Jz n * M) (hp : M * Jplus n = Jplus n * M) :
    ∃ c : ℂ, M = c • (1 : Matrix (Fin (n + 1)) (Fin (n + 1)) ℂ) := by
  -- distinct magnetic numbers force `M` to be diagonal
  obtain ⟨d, rfl⟩ : ∃ d, M = Matrix.diagonal d := by
    refine ⟨fun i => M i i, ?_⟩
    ext i j
    by_cases h : i = j
    · subst h
      rw [Matrix.diagonal_apply_eq]
    · rw [Matrix.diagonal_apply_ne _ h]
      have e := congrFun (congrFun hz i) j
      simp only [Jz, Matrix.mul_diagonal, Matrix.diagonal_mul] at e
      have hne : ((i : ℕ) : ℂ) - ((j : ℕ) : ℂ) ≠ 0 :=
        sub_ne_zero.2 fun e' => h (Fin.ext (Nat.cast_injective e'))
      have h0 : (((i : ℕ) : ℂ) - ((j : ℕ) : ℂ)) * M i j = 0 := by linear_combination e
      exact (mul_eq_zero.1 h0).resolve_left hne
  -- nonzero ladder coefficients make neighbouring entries equal
  have step : ∀ k (hk : k < n + 1), d ⟨k, hk⟩ = d 0 := by
    intro k
    induction k with
    | zero => intro hk; rfl
    | succ k ih =>
      intro hk
      have hkn : (k : ℝ) < n := by exact_mod_cast (show k < n by omega)
      have hL : (ladder n k : ℂ) ≠ 0 := Complex.ofReal_ne_zero.2
        (Real.sqrt_pos.2 (mul_pos (by positivity) (sub_pos.2 hkn))).ne'
      have e := congrFun (congrFun hp ⟨k, by omega⟩) ⟨k + 1, hk⟩
      simp only [Matrix.mul_diagonal, Matrix.diagonal_mul, Jplus, Matrix.of_apply, if_true] at e
      rw [← ih (by omega)]
      apply mul_left_cancel₀ hL
      linear_combination -e
  refine ⟨d 0, ?_⟩
  ext i j
  by_cases h : i = j
  · subst h
    simp only [Matrix.diagonal_apply_eq, Matrix.smul_apply, Matrix.one_apply_eq, smul_eq_mul,
      mul_one]
    exact step i i.isLt
  · simp only [Matrix.diagonal_apply_ne _ h, Matrix.smul_apply, Matrix.one_apply_ne h, smul_zero]

end

end SpinMatrices
```

```lean
#print axioms SpinMatrices.Jplus_conjTranspose
-- 'SpinMatrices.Jplus_conjTranspose' depends on axioms: [propext, Classical.choice, Quot.sound]
#print axioms SpinMatrices.ladder_relations
-- 'SpinMatrices.ladder_relations' depends on axioms: [propext, Classical.choice, Quot.sound]
#print axioms SpinMatrices.total_spin
-- 'SpinMatrices.total_spin' depends on axioms: [propext, Classical.choice, Quot.sound]
#print axioms SpinMatrices.scalar_of_commute
-- 'SpinMatrices.scalar_of_commute' depends on axioms: [propext, Classical.choice, Quot.sound]
```
